# Elastic scattering among finitely many states: transport coefficients as moments of nonnegative shell weights

Take three states with energies $x=(1,1,2)$, set $D=\operatorname{diag}(x)$, and let the collision matrix $C$ couple only the degenerate pair:
$$C=\begin{pmatrix}2&1&0\\1&2&0\\0&0&1\end{pmatrix},\qquad C^{-1}=\begin{pmatrix}2/3&-1/3&0\\-1/3&2/3&0\\0&0&1\end{pmatrix}.$$
On each block $D$ is a number, so for a driving vector $b=(b_0,b_1,b_2)$ and naturals $j,k$,
$$\langle D^jb,C^{-1}D^kb\rangle=1^{j+k}w_1+2^{j+k}w_2,\qquad w_1=\tfrac23(b_0^2-b_0b_1+b_1^2),\quad w_2=b_2^2 .$$
Both weights are nonnegative and only $j+k$ enters. This form holds for every positive definite $C$ that commutes with $D$.

## States, shells and coefficients

States are labelled by a finite type `n`. In the linearised Boltzmann equation $x_i$ is the energy measured from the chemical potential and $b_i$ a velocity component with the thermal factor absorbed. The deviation $\phi$ from equilibrium solves $C\phi=D^kb$, with $k=0$ for an electric and $k=1$ for a thermal drive.

In Lean 4 with Mathlib:

```lean
import Mathlib

open Matrix

namespace ElasticTransport

noncomputable section

variable {n : Type*} [Fintype n] [DecidableEq n]
```

The sums run over distinct energies $e$, so a degenerate level counts once.

```lean
/-- The set of distinct values taken by the state energies `x i`. -/
def levels (x : n → ℝ) : Finset ℝ := Finset.univ.image x
```

The projector $P_e$ keeps the components with $x_i=e$ exactly.

```lean
/-- The part of the vector `b` living on the energy shell `x i = e`. -/
def shell (x : n → ℝ) (e : ℝ) (b : n → ℝ) : n → ℝ := fun i => if x i = e then b i else 0
```

The transport function is $w_e=\langle P_eb,C^{-1}P_eb\rangle$, with `⬝ᵥ` the Euclidean product. It is defined for every real $e$ and vanishes off the levels.

```lean
/-- The transport function `w_e = ⟨P_e b, C⁻¹ P_e b⟩`, with `P_e b` the part of `b` on
the shell of energy `e`. -/
def weight (C : Matrix n n ℝ) (x b : n → ℝ) (e : ℝ) : ℝ :=
  shell x e b ⬝ᵥ C⁻¹ *ᵥ shell x e b
```

For real functions $f,g$, the matrix $f(D)$ multiplies component $i$ by $f(x_i)$.

```lean
/-- The response `⟨f(D) b, C⁻¹ g(D) b⟩`, where `f(D)` multiplies component `i` by
`f (x i)`. -/
def response (C : Matrix n n ℝ) (x b : n → ℝ) (f g : ℝ → ℝ) : ℝ :=
  (fun i => f (x i) * b i) ⬝ᵥ C⁻¹ *ᵥ (fun i => g (x i) * b i)
```

The coefficients are $L_{jk}=\langle D^jb,C^{-1}D^kb\rangle$. Up to prefactors, $L_{00}$, $L_{01}$ and $L_{11}$ are the electrical, thermoelectric and thermal coefficients.

```lean
/-- The transport coefficient `L_jk = ⟨D^j b, C⁻¹ D^k b⟩` with `D = diag(x)`. -/
def moment (C : Matrix n n ℝ) (x b : n → ℝ) (j k : ℕ) : ℝ :=
  ((diagonal x ^ j) *ᵥ b) ⬝ᵥ C⁻¹ *ᵥ ((diagonal x ^ k) *ᵥ b)
```

## Elasticity and the inverse

For a matrix $A$ and states $p,q$, $(AD)_{pq}=A_{pq}x_q$ and $(DA)_{pq}=x_pA_{pq}$. Hence $AD=DA$ means $(x_p-x_q)A_{pq}=0$, that is $A_{pq}=0$ whenever $x_p\ne x_q$. The hypothesis `Commute C (diagonal x)` therefore says that $C$ does not couple deviations at different energies. Elastic collisions, such as those with static impurities, satisfy it. So does any diagonal $C$, as in a relaxation-time approximation, even when its rates come from inelastic processes.

```lean
/-- A matrix commutes with `diag(x)` exactly when its elements between states of
different energy vanish. -/
theorem commute_diagonal_iff (A : Matrix n n ℝ) (x : n → ℝ) :
    Commute A (diagonal x) ↔ ∀ i j, x i ≠ x j → A i j = 0 := by
  constructor
  · intro h i j hij
    have h1 := congrFun (congrFun h.eq i) j
    rw [mul_diagonal, diagonal_mul] at h1
    have h2 : (x i - x j) * A i j = 0 := by linear_combination (-1 : ℝ) * h1
    exact (mul_eq_zero.1 h2).resolve_left (sub_ne_zero.2 hij)
  · intro h
    show A * diagonal x = diagonal x * A
    ext i j
    rw [mul_diagonal, diagonal_mul]
    by_cases hij : x i = x j
    · rw [hij, mul_comm]
    · simp [h i j hij]
```

If $CR=1$ then $RC=1$ for square matrices, and $RD=RDCR=RCDR=DR$. The `calc` block is this chain.

```lean
/-- If `R` is the inverse of `C` and `C` commutes with `D`, then `R` commutes with `D`. -/
theorem commute_of_inverse {C R D : Matrix n n ℝ} (h : C * R = 1) (hD : Commute C D) :
    Commute R D := by
  have h' : R * C = 1 := mul_eq_one_comm.1 h
  show R * D = D * R
  calc R * D = R * D * (C * R) := by rw [h, mul_one]
    _ = R * (D * C) * R := by noncomm_ring
    _ = R * (C * D) * R := by rw [hD.eq]
    _ = (R * C) * D * R := by noncomm_ring
    _ = D * R := by rw [h', one_mul]
```

## Reduction to a sum over shells

Write $R=C^{-1}$. The hypothesis `C.PosDef` means, over the reals, symmetric with $\langle v,Cv\rangle>0$ for $v\ne0$: every deviation relaxes. Here it supplies invertibility, so $R$ commutes with $D$ and vanishes between shells (`hz`). With $[\cdot]$ equal to 1 or 0 as the condition holds or fails,
$$\sum_e f(e)g(e)w_e=\sum_{p,q}\sum_e f(e)g(e)\,[x_p=e][x_q=e]\,b_pR_{pq}b_q .$$
The two uses of `Finset.sum_comm` give this order, and `Finset.sum_eq_single (x i)` keeps only $e=x_p$. If $x_q=x_p$ the term is $f(x_p)b_pR_{pq}\,g(x_q)b_q$. Otherwise it is zero, and so is that expression since $R_{pq}=0$. The total is $\langle f(D)b,R\,g(D)b\rangle$.

```lean
/-- For a positive definite collision matrix commuting with `diag(x)`, the response
`⟨f(D) b, C⁻¹ g(D) b⟩` equals the sum of `f(e) g(e) w_e` over the distinct energies. -/
theorem response_eq_sum {C : Matrix n n ℝ} {x : n → ℝ} (hC : C.PosDef)
    (hD : Commute C (diagonal x)) (b : n → ℝ) (f g : ℝ → ℝ) :
    response C x b f g = ∑ e ∈ levels x, f e * g e * weight C x b e := by
  have hdet : IsUnit C.det := (Matrix.isUnit_iff_isUnit_det C).1 hC.isUnit
  -- the inverse does not couple different shells
  have hz := (commute_diagonal_iff C⁻¹ x).1
    (commute_of_inverse (Matrix.mul_nonsing_inv C hdet) hD)
  symm
  simp only [response, weight, shell, dotProduct, mulVec, Finset.mul_sum]
  rw [Finset.sum_comm]
  refine Finset.sum_congr rfl fun i _ => ?_
  rw [Finset.sum_comm]
  refine Finset.sum_congr rfl fun j _ => ?_
  -- for a pair of states only the shell e = x i contributes
  rw [Finset.sum_eq_single (x i)]
  · by_cases h : x j = x i
    · simp only [h, if_true]
      ring
    · simp [hz i j (Ne.symm h)]
  · intro e _ he
    simp [he.symm]
  · intro h
    exact absurd (Finset.mem_image_of_mem x (Finset.mem_univ i)) h
```

The inverse of a positive definite matrix is positive definite (`hC.inv`), so $w_e\ge0$, with or without elasticity.

```lean
/-- For a positive definite collision matrix the transport function is nonnegative. -/
theorem weight_nonneg {C : Matrix n n ℝ} (hC : C.PosDef) (x b : n → ℝ) (e : ℝ) :
    0 ≤ weight C x b e := by
  have h := hC.inv.posSemidef.dotProduct_mulVec_nonneg (shell x e b)
  rw [star_trivial] at h
  exact h
```

If $b$ vanishes on the shell then $P_eb=0$ and $w_e=0$; otherwise $P_eb\ne0$ and strict positivity applies.

```lean
/-- For a positive definite collision matrix, `w_e` is strictly positive exactly when `b`
has a nonzero component on a state of energy `e`. -/
theorem weight_pos_iff {C : Matrix n n ℝ} (hC : C.PosDef) (x b : n → ℝ) (e : ℝ) :
    0 < weight C x b e ↔ ∃ i, x i = e ∧ b i ≠ 0 := by
  constructor
  · intro h
    by_contra hne
    have h0 : shell x e b = 0 := by
      ext i
      by_cases hi : x i = e
      · have hb : b i = 0 := by
          by_contra hb
          exact hne ⟨i, hi, hb⟩
        simp [shell, hb]
      · simp [shell, hi]
    simp [weight, h0] at h
  · rintro ⟨i, hi, hb⟩
    have hne : shell x e b ≠ 0 := by
      intro h0
      have h1 := congrFun h0 i
      simp [shell, hi, hb] at h1
    have h := hC.inv.dotProduct_mulVec_pos hne
    rw [star_trivial] at h
    exact h
```

Since $(D^mb)_i=x_i^mb_i$ for natural $m$ (`hp`), the choice $f(e)=e^j$, $g(e)=e^k$ gives the main result: for positive definite $C$ commuting with $D$ and any $b$, all $w_e\ge0$ and
$$L_{jk}=\sum_e e^{j+k}w_e\quad\text{for all } j,k,$$
with $0^0=1$ for a level at $e=0$.

```lean
/-- For a positive definite collision matrix commuting with `D = diag(x)`, the weights `w_e`
are nonnegative and `⟨D^j b, C⁻¹ D^k b⟩ = ∑_e e^(j+k) w_e` over the distinct energies. -/
theorem moment_eq_sum {C : Matrix n n ℝ} {x : n → ℝ} (hC : C.PosDef)
    (hD : Commute C (diagonal x)) (b : n → ℝ) :
    (∀ e, 0 ≤ weight C x b e) ∧
      ∀ j k : ℕ, moment C x b j k = ∑ e ∈ levels x, e ^ (j + k) * weight C x b e := by
  refine ⟨weight_nonneg hC x b, fun j k => ?_⟩
  have hp : ∀ m : ℕ, (diagonal x ^ m) *ᵥ b = fun i => x i ^ m * b i := by
    intro m
    ext i
    rw [diagonal_pow, mulVec_diagonal, Pi.pow_apply]
  have h := response_eq_sum hC hD b (fun e => e ^ j) (fun e => e ^ k)
  unfold moment
  rw [hp j, hp k]
  simp only [pow_add]
  exact h
```

For non-interacting carriers on a finite set of band states with purely elastic scattering, one energy-resolved function thus fixes all these coefficients at a given temperature and chemical potential. It corresponds to the transport distribution of electronic-structure calculations with the thermal factor included.

## Inelastic coupling and the converse

Commutation is needed. Take $x=(0,1)$, $C=\begin{pmatrix}2&1\\1&2\end{pmatrix}$, $b=(1,1)$. Then $Db=D^2b=(0,1)$, $C^{-1}b=(\tfrac13,\tfrac13)$ and $C^{-1}Db=(-\tfrac13,\tfrac23)$, so $L_{20}=\tfrac13$ and $L_{11}=\tfrac23$, whereas any moment form makes them equal. Without positivity, a single state with $C=(-1)$ has weight $-b_0^2$. The numbers in these examples and in the opening one are plain arithmetic, and no theorem here states them.

The first failure is general. For $x_p\ne x_q$ let $b$ have entries 1 at $p$ and $q$ and 0 elsewhere. With $R_{qp}=R_{pq}$ (`hs`),
$$L_{20}=x_p^2R_{pp}+(x_p^2+x_q^2)R_{pq}+x_q^2R_{qq},\qquad L_{11}=x_p^2R_{pp}+2x_px_qR_{pq}+x_q^2R_{qq},$$
so $L_{20}-L_{11}=(x_p-x_q)^2R_{pq}$. If this vanishes for every $b$, then $R$ has no elements between shells, commutes with $D$, and passes this on to its inverse $C$. The fact `hq` evaluates the form on basis vectors, and `linear_combination h` does the subtraction.

```lean
/-- If `L_20 = L_11` for every driving vector `b`, the positive definite collision matrix
commutes with `diag(x)`. -/
theorem commute_of_moment {C : Matrix n n ℝ} {x : n → ℝ} (hC : C.PosDef)
    (H : ∀ b, moment C x b 2 0 = moment C x b 1 1) : Commute C (diagonal x) := by
  have hdet : IsUnit C.det := (Matrix.isUnit_iff_isUnit_det C).1 hC.isUnit
  refine commute_of_inverse (Matrix.nonsing_inv_mul C hdet) ?_
  rw [commute_diagonal_iff]
  intro i j hij
  have hs : C⁻¹ j i = C⁻¹ i j := by
    have h := hC.inv.isHermitian.apply i j
    rwa [star_trivial] at h
  have hq : ∀ (p q : n) (a c : ℝ), (Pi.single p a : n → ℝ) ⬝ᵥ C⁻¹ *ᵥ (Pi.single q c : n → ℝ)
      = a * (C⁻¹ p q * c) := by
    intro p q a c
    rw [single_dotProduct]
    show a * ((fun r => C⁻¹ p r) ⬝ᵥ (Pi.single q c : n → ℝ)) = _
    rw [dotProduct_single]
  -- test the identity on a drive acting on the two states i and j
  have h := H (Pi.single i 1 + Pi.single j 1)
  simp only [moment, diagonal_pow, mulVec_add, diagonal_mulVec_single, add_dotProduct,
    dotProduct_add, hq, Pi.pow_apply] at h
  rw [hs] at h
  have h2 : (x i - x j) ^ 2 * C⁻¹ i j = 0 := by linear_combination h
  exact (mul_eq_zero.1 h2).resolve_left (pow_ne_zero 2 (sub_ne_zero.2 hij))
```

A moment form with any weights gives $L_{20}=L_{11}$, as $2+0=1+1$. For positive definite $C$, commuting with $D$ is therefore equivalent to the existence, for every $b$, of a moment form with nonnegative weights; the converse assumes all drives, not a single one.

```lean
/-- A positive definite collision matrix commutes with `diag(x)` exactly when, for every `b`,
there are nonnegative weights with `L_jk = ∑_e e^(j+k) w_e` for all `j`, `k`. -/
theorem commute_iff_moments {C : Matrix n n ℝ} {x : n → ℝ} (hC : C.PosDef) :
    Commute C (diagonal x) ↔ ∀ b, ∃ w : ℝ → ℝ, (∀ e, 0 ≤ w e) ∧
      ∀ j k : ℕ, moment C x b j k = ∑ e ∈ levels x, e ^ (j + k) * w e := by
  constructor
  · intro hD b
    exact ⟨weight C x b, moment_eq_sum hC hD b⟩
  · intro H
    refine commute_of_moment hC fun b => ?_
    obtain ⟨w, _, hw⟩ := H b
    exact (hw 2 0).trans (hw 1 1).symm
```

## The three-state model

The opening matrix and energies, indexed by 0, 1, 2, are defined as follows.

```lean
/-- A collision matrix on three states that couples the first two. -/
def modelC : Matrix (Fin 3) (Fin 3) ℝ := !![2, 1, 0; 1, 2, 0; 0, 0, 1]

/-- Energies of three states, the first two degenerate. -/
def modelX : Fin 3 → ℝ := ![1, 1, 2]
```

Positivity follows from $\langle v,Cv\rangle=(v_0+v_1)^2+v_0^2+v_1^2+v_2^2$, and commutation is checked entry by entry. Since $C_{01}\ne0$ and $x_0\ne x_2$, the model has $C$ non-diagonal and $D$ not a multiple of the identity.

```lean
/-- The three-state model is positive definite and commutes with the energy matrix; it has a
nonzero off-diagonal element and two different energies. -/
theorem elastic_witness : modelC.PosDef ∧ Commute modelC (diagonal modelX) ∧
    modelC 0 1 ≠ 0 ∧ modelX 0 ≠ modelX 2 := by
  refine ⟨?_, ?_, by simp [modelC], by simp [modelX]⟩
  · refine posDef_iff_dotProduct_mulVec.2 ⟨?_, fun v hv => ?_⟩
    · show modelCᴴ = modelC
      ext i j
      fin_cases i <;> fin_cases j <;> simp [modelC, conjTranspose_apply]
    · have hq : star v ⬝ᵥ modelC *ᵥ v = (v 0 + v 1) ^ 2 + v 0 ^ 2 + v 1 ^ 2 + v 2 ^ 2 := by
        simp [modelC, dotProduct, mulVec, Fin.sum_univ_three]
        ring
      rw [hq]
      by_contra hle
      have hle' := not_lt.1 hle
      have a := sq_nonneg (v 0 + v 1)
      have a0 := sq_nonneg (v 0)
      have a1 := sq_nonneg (v 1)
      have a2 := sq_nonneg (v 2)
      have h0 : v 0 = 0 := (pow_eq_zero_iff two_ne_zero).1 (le_antisymm (by linarith) a0)
      have h1 : v 1 = 0 := (pow_eq_zero_iff two_ne_zero).1 (le_antisymm (by linarith) a1)
      have h2 : v 2 = 0 := (pow_eq_zero_iff two_ne_zero).1 (le_antisymm (by linarith) a2)
      apply hv
      ext i
      fin_cases i
      exacts [h0, h1, h2]
  · show modelC * diagonal modelX = diagonal modelX * modelC
    ext i j
    rw [mul_diagonal, diagonal_mul]
    fin_cases i <;> fin_cases j <;> simp [modelC, modelX]

end

end ElasticTransport
```

```lean
#print axioms ElasticTransport.weight_nonneg
#print axioms ElasticTransport.weight_pos_iff
#print axioms ElasticTransport.commute_iff_moments
```

```
'ElasticTransport.weight_nonneg' depends on axioms: [propext, Classical.choice, Quot.sound]
'ElasticTransport.weight_pos_iff' depends on axioms: [propext, Classical.choice, Quot.sound]
'ElasticTransport.commute_iff_moments' depends on axioms: [propext, Classical.choice, Quot.sound]
```

## Conserved quantities and semidefinite collision matrices

Symmetry, positivity and elasticity of $C$ are assumed, not derived from scattering rates, and continuous bands and broadened energy conservation are not covered. Strict positivity also excludes zero modes, although elastic scattering conserves the particle number on each shell, which makes the full collision operator singular. The matrix $C$ is best read as acting on a sector without such modes, for instance deviations odd in velocity. A model with positive semidefinite $C$ would keep all modes, but it would need the pseudo-inverse in place of `C⁻¹`, which Mathlib sets to zero for a singular matrix, and the condition that each $P_eb$ be orthogonal to the kernel for $C\phi=D^kb$ to be solvable for all $k$.
